# Unit modulus of a cyclic overlap product forces all states onto one ray

Let \(u_j\), with \(j\in\mathbb Z/N\) and \(N\ge 1\), be unit vectors in a complex inner-product space, and let
\[
P=\prod_{j}\langle u_j,u_{j+1}\rangle .
\]
Then \(|P|\le 1\). Equality holds exactly when every \(u_j\) is a phase factor times \(u_0\), and in that case \(P=1\).

When \(P\ne0\), its phase is, up to a sign convention, the discrete Berry phase of the loop. Suppose a single nondegenerate state is followed through finitely many points of a parameter loop, and the last overlap is taken with the very vector from which the loop started. A discrete Berry phase that is not a multiple of \(2\pi\) then always comes with \(|P|<1\).

## From one link to the whole loop

The inner product is conjugate-linear in its first argument. Take unit vectors \(x,y\) and write \(a=\langle x,y\rangle\). The part of \(y\) orthogonal to \(x\) is \(y-ax\). Since \(\langle y,ax\rangle=a\langle y,x\rangle=a\bar a=|a|^2\),
\[
\|y-ax\|^2=\|y\|^2-2\,\mathrm{Re}\,\langle y,ax\rangle+|a|^2\|x\|^2
=1-2|a|^2+|a|^2=1-|a|^2 .
\]

Now write \(a_j=\langle u_j,u_{j+1}\rangle\) for the links of the loop. By Cauchy–Schwarz \(|a_j|\le 1\), so for any chosen \(j\)
\[
|P|=|a_j|\prod_{i\ne j}|a_i|\le |a_j|\le 1 .
\]
Combining this with the first identity gives
\[
\|u_{j+1}-a_ju_j\|^2=1-|a_j|^2\le 1-|P|^2 .
\]

Suppose \(|P|=1\). The right-hand side vanishes, so \(u_{j+1}=a_ju_j\) for every \(j\). Moreover \(1=|P|\le|a_j|\le1\), so each \(a_j\) is a phase. Starting from \(u_0\) and multiplying by one phase per step, we reach every state of the loop, and each is a phase times \(u_0\).

Conversely, let \(u_j=c_ju_0\) with \(|c_j|=1\). Then \(a_j=\bar c_jc_{j+1}\langle u_0,u_0\rangle=\bar c_jc_{j+1}\). Shifting the index around the closed loop only reorders the factors \(c_{j+1}\), hence
\[
P=\prod_j\bar c_j\prod_jc_{j+1}=\prod_j\bar c_j\prod_jc_j=\prod_j|c_j|^2=1 .
\]

## Three spin states with phase \(\pi/4\)

Take \(N=3\) and, in \(\mathbb C^2\),
\[
u_0=(1,0),\qquad u_1=\tfrac1{\sqrt2}(1,1),\qquad u_2=\tfrac1{\sqrt2}(1,i).
\]
The links are
\[
\langle u_0,u_1\rangle=\tfrac1{\sqrt2},\qquad
\langle u_1,u_2\rangle=\tfrac{1+i}{2},\qquad
\langle u_2,u_0\rangle=\tfrac1{\sqrt2},
\]
so \(P=(1+i)/4\), with phase \(\pi/4\) and modulus \(\sqrt2/4\approx0.354\). Each link has squared modulus \(1/2\), so each orthogonal part has squared norm \(1/2\), which respects the bound \(1-|P|^2=7/8\).

## Loops and rays in Lean

The states live in a type `E` that carries a complex inner product. Neither finite dimension nor completeness is assumed.

```lean
import Mathlib

open ComplexConjugate

namespace DiscreteBerryModulus

variable {E : Type*} [NormedAddCommGroup E] [InnerProductSpace ℂ E]
```

A loop is a function `u : ZMod N → E`. Arithmetic in `ZMod N` is modulo \(N\), so the successor of the last index is 0 and the loop closes by itself. The condition `NeZero N` says \(N\ge1\). Lean's `inner ℂ` has the same conjugation convention as above.

```lean
/-- The product of the overlaps of neighbouring states around a closed loop of `N` states. -/
noncomputable def cyclicOverlap {N : ℕ} [NeZero N] (u : ZMod N → E) : ℂ :=
  ∏ j, inner ℂ (u j) (u (j + 1))
```

The closing link returns to the very vector `u 0`. This suits a Hamiltonian whose parameters come back to their starting values. For cell-periodic Bloch states on a path across the whole Brillouin zone, the end state differs from the first by a position-dependent factor involving a reciprocal lattice vector, and the last link would need that factor. Sets of several bands, where overlap matrices replace the numbers \(a_j\), also need a different definition.

The next predicate expresses that all the states are physically the same state. The phase `c` may differ from one `j` to the next.

```lean
/-- All states of the loop agree with the state `u 0` up to a phase factor of modulus one. -/
def OnOneRay {N : ℕ} (u : ZMod N → E) : Prop :=
  ∀ j, ∃ c : ℂ, ‖c‖ = 1 ∧ u j = c • u 0
```

## The bound on the orthogonal parts

The first lemma is the identity \(\|y-ax\|^2=1-|a|^2\). The intermediate statement `h` computes \(\langle y,ax\rangle=|a|^2\), `norm_sub_sq` expands the square, and `ring` collects the terms.

```lean
/-- For unit vectors `x` and `y`, the part of `y` orthogonal to `x` has squared norm
`1 - |⟨x, y⟩|²`. -/
theorem norm_sq_orthogonal_part {x y : E} (hx : ‖x‖ = 1) (hy : ‖y‖ = 1) :
    ‖y - inner ℂ x y • x‖ ^ 2 = 1 - ‖inner ℂ x y‖ ^ 2 := by
  have h : inner ℂ y (inner ℂ x y • x) = ((‖inner ℂ x y‖ ^ 2 : ℝ) : ℂ) := by
    rw [inner_smul_right, ← inner_conj_symm y x, Complex.mul_conj,
      Complex.normSq_eq_norm_sq]
  have hre : RCLike.re (inner ℂ y (inner ℂ x y • x)) = ‖inner ℂ x y‖ ^ 2 := by
    rw [h]
    exact Complex.ofReal_re _
  rw [@norm_sub_sq ℂ, hre, norm_smul, hx, hy]
  ring
```

Next comes \(|P|\le|a_j|\). The proof splits off factor `j` with `Finset.mul_prod_erase` and bounds the product of the remaining factors by 1. For \(N=1\) that remaining product is empty and equals 1.

```lean
/-- For a loop of unit vectors, the modulus of the cyclic overlap product is at most the
modulus of any single overlap between neighbours. -/
theorem norm_cyclicOverlap_le_link {N : ℕ} [NeZero N] {u : ZMod N → E}
    (hu : ∀ j, ‖u j‖ = 1) (j : ZMod N) :
    ‖cyclicOverlap u‖ ≤ ‖inner ℂ (u j) (u (j + 1))‖ := by
  -- each of the other factors has modulus at most one, by Cauchy-Schwarz
  have hle : ∀ i, ‖inner ℂ (u i) (u (i + 1))‖ ≤ 1 := fun i => by
    have h := norm_inner_le_norm (𝕜 := ℂ) (u i) (u (i + 1))
    rwa [hu, hu, one_mul] at h
  unfold cyclicOverlap
  rw [norm_prod, ← Finset.mul_prod_erase Finset.univ
    (fun i => ‖inner ℂ (u i) (u (i + 1))‖) (Finset.mem_univ j)]
  exact mul_le_of_le_one_right (norm_nonneg _)
    (Finset.prod_le_one (fun i _ => norm_nonneg _) (fun i _ => hle i))
```

Squaring this inequality and inserting it into the identity gives the estimate for each state relative to its predecessor. It holds for every loop of unit vectors, whatever the value of \(|P|\).

```lean
/-- For a loop of unit vectors with cyclic overlap product `P`, the part of each state
orthogonal to its predecessor has squared norm at most `1 - |P|²`. -/
theorem orthogonal_part_le {N : ℕ} [NeZero N] {u : ZMod N → E}
    (hu : ∀ j, ‖u j‖ = 1) (j : ZMod N) :
    ‖u (j + 1) - inner ℂ (u j) (u (j + 1)) • u j‖ ^ 2 ≤ 1 - ‖cyclicOverlap u‖ ^ 2 := by
  rw [norm_sq_orthogonal_part (hu j) (hu (j + 1))]
  have h := pow_le_pow_left₀ (norm_nonneg _) (norm_cyclicOverlap_le_link hu j) 2
  linarith
```

## Phases that cancel around the loop

For states on one ray, `choose` extracts the phases \(c_j\), `link` is the formula \(a_j=\bar c_jc_{j+1}\), and `shift` is the reordering of the factors. Only `u 0` has to be assumed normalised, since the other states inherit their norm from it.

```lean
/-- If all states of a loop are phase multiples of one unit vector `u 0`, the cyclic overlap
product equals 1. -/
theorem cyclicOverlap_eq_one {N : ℕ} [NeZero N] {u : ZMod N → E}
    (h0 : ‖u 0‖ = 1) (h : OnOneRay u) : cyclicOverlap u = 1 := by
  choose c hc hu using h
  have link : ∀ j, inner ℂ (u j) (u (j + 1)) = conj (c j) * c (j + 1) := fun j => by
    rw [hu j, hu (j + 1), inner_smul_left, inner_smul_right,
      inner_self_eq_norm_sq_to_K, h0]
    simp
  -- going once around the loop, every phase meets its own conjugate
  have shift : ∏ j, c (j + 1) = ∏ j, c j := Equiv.prod_comp (Equiv.addRight 1) c
  unfold cyclicOverlap
  rw [Finset.prod_congr rfl (fun j _ => link j), Finset.prod_mul_distrib, shift,
    ← Finset.prod_mul_distrib]
  apply Finset.prod_eq_one
  intro j _
  rw [mul_comm, Complex.mul_conj, Complex.normSq_eq_norm_sq, hc]
  simp
```

## The equality case

The main theorem assumes that every state is a unit vector and concludes three things: \(|P|\le1\); \(|P|=1\) if and only if the states lie on one ray; and \(P=1\) whenever they do.

In the direction from \(|P|=1\) to one ray, `step` is \(u_{j+1}=a_ju_j\) and `hlink` is \(|a_j|=1\). The induction `walk` runs over natural numbers `n`, read modulo \(N\), and multiplies the accumulated phase by one link at each step. Every index `j` is reached because it is the residue of the natural number `j.val`.

```lean
/-- For a loop of unit vectors the cyclic overlap product has modulus at most 1. The modulus
is 1 exactly when all states are phase multiples of `u 0`, and then the product equals 1. -/
theorem cyclicOverlap_modulus {N : ℕ} [NeZero N] {u : ZMod N → E}
    (hu : ∀ j, ‖u j‖ = 1) :
    ‖cyclicOverlap u‖ ≤ 1 ∧ (‖cyclicOverlap u‖ = 1 ↔ OnOneRay u) ∧
      (OnOneRay u → cyclicOverlap u = 1) := by
  have hle : ∀ j, ‖inner ℂ (u j) (u (j + 1))‖ ≤ 1 := fun j => by
    have h := norm_inner_le_norm (𝕜 := ℂ) (u j) (u (j + 1))
    rwa [hu, hu, one_mul] at h
  refine ⟨(norm_cyclicOverlap_le_link hu 0).trans (hle 0), ⟨fun hP => ?_, fun h => ?_⟩,
    cyclicOverlap_eq_one (hu 0)⟩
  · -- no state has a part orthogonal to its predecessor
    have step : ∀ j, u (j + 1) = inner ℂ (u j) (u (j + 1)) • u j := fun j => by
      have h := orthogonal_part_le hu j
      rw [hP] at h
      have hz : ‖u (j + 1) - inner ℂ (u j) (u (j + 1)) • u j‖ = 0 :=
        (pow_eq_zero_iff two_ne_zero).mp (le_antisymm (by linarith) (sq_nonneg _))
      exact sub_eq_zero.mp (norm_eq_zero.mp hz)
    have hlink : ∀ j, ‖inner ℂ (u j) (u (j + 1))‖ = 1 := fun j =>
      le_antisymm (hle j) (hP.symm.le.trans (norm_cyclicOverlap_le_link hu j))
    -- carry the phase along the loop, starting from `u 0`
    have walk : ∀ n : ℕ, ∃ c : ℂ, ‖c‖ = 1 ∧ u (n : ZMod N) = c • u 0 := by
      intro n
      induction n with
      | zero => exact ⟨1, by simp, by simp⟩
      | succ n ih =>
        obtain ⟨c, hc, hn⟩ := ih
        refine ⟨inner ℂ (u (n : ZMod N)) (u ((n : ZMod N) + 1)) * c, ?_, ?_⟩
        · rw [norm_mul, hlink, hc, one_mul]
        · rw [Nat.cast_add, Nat.cast_one, mul_smul, ← hn]
          exact step n
    intro j
    have h := walk j.val
    rwa [ZMod.natCast_zmod_val] at h
  · rw [cyclicOverlap_eq_one (hu 0) h, norm_one]
```

## Nontrivial products and loops of two states

If \(P\ne1\), then \(|P|=1\) is impossible, because it would put the states on one ray and make \(P=1\). So the modulus is strictly below 1.

```lean
/-- For a loop of unit vectors, a cyclic overlap product different from 1 has modulus
strictly below 1. -/
theorem norm_lt_one_of_ne_one {N : ℕ} [NeZero N] {u : ZMod N → E}
    (hu : ∀ j, ‖u j‖ = 1) (h : cyclicOverlap u ≠ 1) : ‖cyclicOverlap u‖ < 1 := by
  obtain ⟨hle, hiff, hone⟩ := cyclicOverlap_modulus hu
  exact lt_of_le_of_ne hle (fun hP => h (hone (hiff.mp hP)))
```

With two states the links are \(\langle u_0,u_1\rangle\) and \(\langle u_1,u_0\rangle\), which are complex conjugates, so \(P=|\langle u_0,u_1\rangle|^2\). This needs no normalisation. The product is real and nonnegative: its phase is zero unless the states are orthogonal, when \(P=0\) and no phase is defined. When the last overlap is taken with the starting vector itself, a nontrivial discrete Berry phase thus takes at least three states, as in the spin example.

```lean
/-- For a loop of two states the cyclic overlap product is the squared modulus of their
overlap. -/
theorem cyclicOverlap_two (u : ZMod 2 → E) :
    cyclicOverlap u = ((‖inner ℂ (u 0) (u 1)‖ ^ 2 : ℝ) : ℂ) := by
  have huniv : (Finset.univ : Finset (ZMod 2)) = {0, 1} := by decide
  have h11 : (1 : ZMod 2) + 1 = 0 := by decide
  unfold cyclicOverlap
  rw [huniv, Finset.prod_pair (by decide), zero_add, h11,
    ← inner_conj_symm (u 1) (u 0), Complex.mul_conj, Complex.normSq_eq_norm_sq]

end DiscreteBerryModulus
```

```lean
#print axioms DiscreteBerryModulus.cyclicOverlap_modulus
#print axioms DiscreteBerryModulus.norm_lt_one_of_ne_one
#print axioms DiscreteBerryModulus.cyclicOverlap_two
```

```
'DiscreteBerryModulus.cyclicOverlap_modulus' depends on axioms: [propext, Classical.choice, Quot.sound]
'DiscreteBerryModulus.norm_lt_one_of_ne_one' depends on axioms: [propext, Classical.choice, Quot.sound]
'DiscreteBerryModulus.cyclicOverlap_two' depends on axioms: [propext, Classical.choice, Quot.sound]
```
